# For a periodic function, averaging an N-point grid over offsets of 0, 1/K, …, (K−1)/K of its spacing gives the KN-point grid

In a real-space electronic-structure calculation, the computed energy of a single atom changes slightly when the atom is moved relative to the integration grid, although its exact energy does not. This is the egg-box effect. One way to reduce it is to repeat the evaluation with the atom displaced by $0,1/K,\dots,(K-1)/K$ of a grid spacing and to average the $K$ results. If the integrand is a fixed function with the period of the cell and moves rigidly with the atom, this average is exactly what a single grid with $K$ times as many points would give. The result below proves this in one dimension.

## The grid average and its offset

Take a unit cell of length 1 and a function $f:\mathbb R\to\mathbb C$. For a grid of $N\ge 1$ points and an offset $t$, define

$$E_N(t)=\frac1N\sum_{j=0}^{N-1} f\!\left(\frac jN-t\right).$$

This is the equal-weight quadrature rule for $\int_0^1 f(x-t)\,dx$. Since $f(x-t)$ is $f$ moved to the right by $t$, the offset is the position of the atom relative to the grid. Equivalently, the grid moves to the left by $t$.

In Lean 4 with Mathlib:

```lean
import Mathlib

open Finset

namespace EggBoxOffsetAveraging

noncomputable section

/-- The average of `f` over the `N` grid points `j / N - t` with `0 ≤ j < N`. A positive offset `t`
moves the grid to the left. -/
def gridAverage (f : ℝ → ℂ) (N : ℕ+) (t : ℝ) : ℂ :=
  (∑ j ∈ range (N : ℕ), f ((j : ℝ) / ((N : ℕ) : ℝ) - t)) / ((N : ℕ) : ℂ)
```

In `gridAverage f N t`, the grid size has type `ℕ+`, the positive naturals, so there is always at least one point. Periodicity is not part of the definition; it enters as the hypothesis `Function.Periodic f 1`, which says $f(x+1)=f(x)$ for all $x$.

## Coarse grids interleave into the fine grid

Let $K$ be the refinement factor. Every index $m$ from $0$ to $KN-1$ can be written in exactly one way as $m=Kj+s$ with $0\le j<N$ and $0\le s<K$. Hence, for any $h$,

$$\sum_{s=0}^{K-1}\sum_{j=0}^{N-1}h(Kj+s)=\sum_{m=0}^{KN-1}h(m).$$

This follows by induction on $N$. For $N=0$ both sides are zero. Going from $N$ to $N+1$ adds the terms $h(KN),\dots,h(KN+K-1)$ to each side.

```lean
/-- Summing over `K` interleaved combs of `N` points each is the same as summing over all
`K * N` points. -/
theorem sum_interleave (h : ℕ → ℂ) (K N : ℕ) :
    ∑ s ∈ range K, ∑ j ∈ range N, h (K * j + s) = ∑ m ∈ range (K * N), h m := by
  induction N with
  | zero => simp
  | succ N ih =>
    simp only [Finset.sum_range_succ _ N, Finset.sum_add_distrib]
    rw [ih, Nat.mul_succ, Finset.sum_range_add]
```

The index $s$ labels a coarse grid and $j$ a point on it. In the induction step, `Finset.sum_range_add` splits the last block of $K$ terms off the long sum.

## Backward offsets need no periodicity

Displace the coarse grid number $s$ by the offset $t-s/(KN)$. Its point $j$ then samples $f$ at

$$\frac jN-\left(t-\frac{s}{KN}\right)=\frac{Kj+s}{KN}-t,$$

which is point $Kj+s$ of the fine grid. Summing over $j$ and $s$ and dividing by $N$ and $K$ gives

$$\frac1K\sum_{s=0}^{K-1}E_N\!\left(t-\frac{s}{KN}\right)=\frac1{KN}\sum_{m=0}^{KN-1}f\!\left(\frac m{KN}-t\right)=E_{KN}(t).$$

```lean
/-- For any function, periodic or not, averaging the coarse grid over the backward offsets
`t - s / (K N)` gives the refined grid at offset `t`. -/
theorem average_backward_offsets (f : ℝ → ℂ) (N K : ℕ+) (t : ℝ) :
    (∑ s ∈ range (K : ℕ),
      gridAverage f N (t - (s : ℝ) / (((K : ℕ) : ℝ) * ((N : ℕ) : ℝ)))) / ((K : ℕ) : ℂ)
      = gridAverage f (K * N) t := by
  have hN : ((N : ℕ) : ℝ) ≠ 0 := by exact_mod_cast N.ne_zero
  have hK : ((K : ℕ) : ℝ) ≠ 0 := by exact_mod_cast K.ne_zero
  -- point `j` of the coarse grid number `s` is point `K j + s` of the fine grid
  have key : ∀ s j : ℕ,
      f ((j : ℝ) / ((N : ℕ) : ℝ) - (t - (s : ℝ) / (((K : ℕ) : ℝ) * ((N : ℕ) : ℝ))))
        = f ((((K : ℕ) * j + s : ℕ) : ℝ) / (((K : ℕ) * (N : ℕ) : ℕ) : ℝ) - t) := by
    intro s j
    congr 1
    push_cast
    field_simp
    ring
  have e := sum_interleave
    (fun m : ℕ => f ((m : ℝ) / (((K : ℕ) * (N : ℕ) : ℕ) : ℝ) - t)) K N
  simp only [gridAverage, key, PNat.mul_coe]
  rw [← Finset.sum_div, e]
  push_cast
  ring
```

The statement `key` is the equality of sample points, and `e` is the interleaving identity applied to the fine-grid samples. No assumption is made on $f$, because the two sides contain the same samples.

## Moving a periodic grid by whole spacings

Now let $f$ have period 1, and set $g(j)=f(j/N-t-1/N)$, the samples at offset $t+1/N$. Then $g(j+1)=f(j/N-t)$ is a sample at offset $t$, so the two sums differ only at their ends:

$$\sum_{j=0}^{N-1}g(j+1)=\sum_{j=0}^{N-1}g(j)+g(N)-g(0).$$

Periodicity gives $g(N)=f(1-t-1/N)=f(-t-1/N)=g(0)$, and therefore $E_N(t+1/N)=E_N(t)$.

```lean
/-- For a function of period 1 the grid average is unchanged when the grid is displaced by one grid
spacing. -/
theorem gridAverage_add_spacing {f : ℝ → ℂ} (hf : Function.Periodic f 1) (N : ℕ+) (t : ℝ) :
    gridAverage f N (t + 1 / ((N : ℕ) : ℝ)) = gridAverage f N t := by
  have hN : ((N : ℕ) : ℝ) ≠ 0 := by exact_mod_cast N.ne_zero
  let g : ℕ → ℂ := fun j => f ((j : ℝ) / ((N : ℕ) : ℝ) - (t + 1 / ((N : ℕ) : ℝ)))
  have hstep : ∀ j : ℕ, g (j + 1) = f ((j : ℝ) / ((N : ℕ) : ℝ) - t) := by
    intro j
    change f _ = f _
    congr 1
    push_cast
    ring
  -- the point leaving the cell on one side re-enters on the other
  have hwrap : g (N : ℕ) = g 0 := by
    change f _ = f _
    rw [← hf (((0 : ℕ) : ℝ) / ((N : ℕ) : ℝ) - (t + 1 / ((N : ℕ) : ℝ))), div_self hN]
    congr 1
    push_cast
    ring
  have h1 := Finset.sum_range_succ g (N : ℕ)
  rw [Finset.sum_range_succ', hwrap] at h1
  have h2 := add_right_cancel h1
  simp only [hstep] at h2
  unfold gridAverage
  rw [h2]
```

Here `hstep` identifies the shifted samples and `hwrap` is the equality $g(N)=g(0)$. The proof expands the sum of $g$ over $N+1$ terms in two ways, once separating the last term and once the first, and cancels the equal end terms.

Repeating the displacement $n$ times gives $E_N(t+n/N)=E_N(t)$, by induction on $n$.

```lean
/-- For a function of period 1 the grid average is unchanged when the grid is displaced by any whole
number `n` of grid spacings. -/
theorem gridAverage_add_spacings {f : ℝ → ℂ} (hf : Function.Periodic f 1) (N : ℕ+) (t : ℝ)
    (n : ℕ) : gridAverage f N (t + (n : ℝ) / ((N : ℕ) : ℝ)) = gridAverage f N t := by
  induction n with
  | zero => simp
  | succ n ih =>
    rw [← ih, ← gridAverage_add_spacing hf N (t + (n : ℝ) / ((N : ℕ) : ℝ))]
    congr 1
    push_cast
    ring
```

## Forward offsets give the refined grid

For the offsets $t+s/(KN)$, reverse the order of summation by setting $s=K-1-r$:

$$\frac1K\sum_{s=0}^{K-1}E_N\!\left(t+\frac{s}{KN}\right)
=\frac1K\sum_{r=0}^{K-1}E_N\!\left(t+\frac{K-1}{KN}-\frac r{KN}\right)
=E_{KN}\!\left(t+\frac{K-1}{KN}\right).$$

The last equality is the backward identity at the offset $t+(K-1)/(KN)$. That offset differs from $t$ by $K-1$ spacings of the fine grid, so the right-hand side equals $E_{KN}(t)$.

```lean
/-- Offset averaging: for a function of period 1, the mean of the `N`-point grid averages at the `K`
offsets `t + s / (K N)` is the grid average on the refined grid of `K N` points. -/
theorem offset_averaging {f : ℝ → ℂ} (hf : Function.Periodic f 1) (N K : ℕ+) (t : ℝ) :
    (∑ s ∈ range (K : ℕ),
      gridAverage f N (t + (s : ℝ) / (((K : ℕ) : ℝ) * ((N : ℕ) : ℝ)))) / ((K : ℕ) : ℂ)
      = gridAverage f (K * N) t := by
  -- displace the fine grid by `K - 1` of its spacings, then run through the offsets backwards
  rw [← gridAverage_add_spacings hf (K * N) t ((K : ℕ) - 1), ← average_backward_offsets,
    ← Finset.sum_range_reflect]
  congr 1
  apply Finset.sum_congr rfl
  intro s hs
  have hs' := Finset.mem_range.mp hs
  have h : (((K : ℕ) - 1 - s : ℕ) : ℝ) = (((K : ℕ) - 1 : ℕ) : ℝ) - (s : ℝ) :=
    Nat.cast_sub (by omega)
  rw [h, PNat.mul_coe, Nat.cast_mul]
  congr 1
  ring
```

In words, `offset_averaging` says that for every 1-periodic $f$, all positive $N$ and $K$, and every real $t$, the mean of the $K$ coarse averages equals the average on the grid of size `K * N`. The proof starts from the right-hand side: it displaces the fine grid, expands it into backward offsets and matches the terms after `Finset.sum_range_reflect` has reversed the order. The bound $s<K$ ensures that the natural-number subtraction $K-1-s$ agrees with the real one.

The equality is exact, but it compares two quadratures with each other and says nothing about how close either is to the integral.

## The identity forces period one

Suppose the forward identity holds for all $N$, $K$ and $t$. Take $N=1$, $K=2$ and $t=-x-\tfrac12$. Since $E_1(u)=f(-u)$ and $E_2(u)=\tfrac12\left[f(-u)+f(\tfrac12-u)\right]$, the identity reads

$$\frac{f(x+\tfrac12)+f(x)}2=\frac{f(x+\tfrac12)+f(x+1)}2,$$

so $f(x+1)=f(x)$.

```lean
/-- The offset-averaging identity holds for all grid sizes, refinements and offsets exactly
when the function has period one. -/
theorem periodic_iff_offset_averaging (f : ℝ → ℂ) :
    Function.Periodic f 1 ↔ ∀ (N K : ℕ+) (t : ℝ),
      (∑ s ∈ range (K : ℕ),
        gridAverage f N (t + (s : ℝ) / (((K : ℕ) : ℝ) * ((N : ℕ) : ℝ)))) / ((K : ℕ) : ℂ)
        = gridAverage f (K * N) t := by
  refine ⟨fun hf N K t => offset_averaging hf N K t, fun H x => ?_⟩
  have h1 : ∀ u, gridAverage f 1 u = f (-u) := by
    intro u
    simp [gridAverage]
  have h2 : ∀ u, gridAverage f 2 u = (f (-u) + f (1 / 2 - u)) / 2 := by
    intro u
    simp [gridAverage, Finset.sum_range_succ]
  -- one point refined to two already compares `f x` with `f (x + 1)`
  have h := H 1 2 (-x - 1 / 2)
  rw [show (2 * 1 : ℕ+) = 2 from rfl] at h
  simp only [h1, h2, PNat.val_ofNat, Finset.sum_range_succ,
    Finset.sum_range_zero, Nat.cast_ofNat, Nat.cast_zero, Nat.cast_one] at h
  rw [show -(-x - 1 / 2 + 0 / (2 * 1)) = x + 1 / 2 by ring,
    show -(-x - 1 / 2 + 1 / (2 * 1)) = x by ring,
    show -(-x - 1 / 2) = x + 1 / 2 by ring,
    show 1 / 2 - (-x - 1 / 2) = x + 1 by ring] at h
  linear_combination (-2) * h
```

The facts `h1` and `h2` are the two small grid averages, and `linear_combination` carries out the final cancellation.

## Refinement does not raise the worst-case error

Let $I$ be a reference value that does not depend on the offset, for example the exact integral over the cell when $f$ has period 1, and suppose $|E_N(t)-I|\le\varepsilon$ for every offset $t$. The backward identity writes the refined error as a mean of coarse errors:

$$|E_{KN}(t)-I|=\left|\frac1K\sum_{s=0}^{K-1}\left[E_N\!\left(t-\frac s{KN}\right)-I\right]\right|\le\varepsilon.$$

```lean
/-- If the coarse grid average stays within `ε` of a reference value `I` at every offset, so
does the average on the refined grid. -/
theorem refined_error_le (f : ℝ → ℂ) (N K : ℕ+) (I : ℂ) (ε : ℝ)
    (h : ∀ t, ‖gridAverage f N t - I‖ ≤ ε) (t : ℝ) :
    ‖gridAverage f (K * N) t - I‖ ≤ ε := by
  have hK : ((K : ℕ) : ℂ) ≠ 0 := by exact_mod_cast K.ne_zero
  have hK' : (0 : ℝ) < ((K : ℕ) : ℝ) := by exact_mod_cast K.pos
  -- the refined error is the mean of the coarse errors
  have e : gridAverage f (K * N) t - I = (∑ s ∈ range (K : ℕ),
      (gridAverage f N (t - (s : ℝ) / (((K : ℕ) : ℝ) * ((N : ℕ) : ℝ))) - I))
        / ((K : ℕ) : ℂ) := by
    rw [← average_backward_offsets, Finset.sum_sub_distrib, Finset.sum_const,
      Finset.card_range, nsmul_eq_mul, sub_div, mul_div_cancel_left₀ _ hK]
  rw [e, norm_div, Complex.norm_natCast, div_le_iff₀ hK']
  refine (norm_sum_le _ _).trans ((Finset.sum_le_sum fun s _ => h _).trans ?_)
  rw [Finset.sum_const, Finset.card_range, nsmul_eq_mul, mul_comm]
```

The equation `e` is this rewriting, and `norm_sum_le` is the triangle inequality. Periodicity is not needed. A bound at one coarse offset would not be enough: at a single favourable offset the coarse grid may be more accurate than the fine one. The theorem covers refinement by an integer factor and does not claim that the error decreases.

## Derivatives with respect to the offset average in the same way

If $f$ is also differentiable, each $E_N$ is a finite sum of differentiable functions. Differentiating the forward identity term by term gives

$$E_{KN}'(t)=\frac1K\sum_{s=0}^{K-1}E_N'\!\left(t+\frac s{KN}\right).$$

When $E_N(t)$ is an energy and $t$ the position of the atom, $-E_N'(t)$ is the force obtained from the grid energy, so these forces average as the energies do. The exact integral of the periodic $f$ does not depend on $t$, so in this model the force is entirely an error of the grid. In the code, `hE` supplies the differentiability of the coarse average. `HasDerivAt` states that the refined average is differentiable at $t$ and that its derivative is the displayed mean.

```lean
/-- For a differentiable function of period 1, the mean of the derivatives of the coarse grid
average at the `K` offsets `t + s / (K N)` is the derivative of the refined grid average at `t`. -/
theorem offset_averaging_deriv {f : ℝ → ℂ} (hf : Function.Periodic f 1)
    (hd : Differentiable ℝ f) (N K : ℕ+) (t : ℝ) :
    HasDerivAt (gridAverage f (K * N))
      ((∑ s ∈ range (K : ℕ), deriv (gridAverage f N)
        (t + (s : ℝ) / (((K : ℕ) : ℝ) * ((N : ℕ) : ℝ)))) / ((K : ℕ) : ℂ)) t := by
  have hE : Differentiable ℝ (gridAverage f N) := by
    change Differentiable ℝ (fun u : ℝ =>
      (∑ j ∈ range (N : ℕ), f ((j : ℝ) / ((N : ℕ) : ℝ) - u)) / ((N : ℕ) : ℂ))
    fun_prop
  rw [← funext (offset_averaging hf N K)]
  exact (HasDerivAt.fun_sum fun s _ =>
    HasDerivAt.comp_add_const t _ (hE _).hasDerivAt).div_const _

end

end EggBoxOffsetAveraging
```

```lean
#print axioms EggBoxOffsetAveraging.periodic_iff_offset_averaging
#print axioms EggBoxOffsetAveraging.refined_error_le
#print axioms EggBoxOffsetAveraging.offset_averaging_deriv
```

```
'EggBoxOffsetAveraging.periodic_iff_offset_averaging' depends on axioms: [propext, Classical.choice, Quot.sound]
'EggBoxOffsetAveraging.refined_error_le' depends on axioms: [propext, Classical.choice, Quot.sound]
'EggBoxOffsetAveraging.offset_averaging_deriv' depends on axioms: [propext, Classical.choice, Quot.sound]
```

## The averaging loop in a code

In one dimension, a program can run over $s=0,\dots,K-1$, displace all atoms together by $s/K$ of a coarse grid spacing, evaluate the energy on the same $N$-point grid and average the $K$ values. For a fixed integrand this takes $KN$ function evaluations, as many as the refined grid. If the program holds all samples of a grid in memory at once, it holds $N$ values instead of $KN$. On a three-dimensional grid, refining all three axes by the factor $K$ takes $K^3$ displacements, one for each combination of offsets along the axes.

The equality relies on $f$ being the same function at every offset and on both grids. In a self-consistent calculation the density is itself computed on the grid and can respond to the displacement. A gradient formed by finite differences also depends on the spacing. In such cases the averaged energy and the fine-grid energy generally differ.

## Periodicity as a hypothesis or as a type

The function could also have been defined on the circle $\mathbb R/\mathbb Z$, which is `UnitAddCircle` in Mathlib. Periodicity would then be built into the type, and the main theorem would need no hypothesis. With $f$ defined on the real line, the statements can show which steps use periodicity, and the converse can be formulated; on the circle it would have no content.
